# Sublattice balance of gap states in a diatomic chain

A diatomic chain has alternating A and B sites on a line. Cell $n$ contains one A site with amplitude $A_n$ and, to its right, one B site with amplitude $B_n$. The site energies are $D$ on A and $-D$ on B, and every nearest-neighbour pair is coupled by the same real hopping $t$. For $D>0$ and $t\neq0$ the two bands are separated by the gap $-D<E<D$, so $D$ is half the gap width.

At an energy $E$ in this gap there are no propagating waves, but a surface or an interface can hold a state that decays into the chain. The question is how such a state is shared between the two sublattices, and how the sharing changes with $E$.

In Lean 4 with Mathlib:

```lean
import Mathlib

namespace DiatomicChainGapStates

noncomputable section
```

## Site equations of the infinite chain

The A site of cell $n$ has neighbours $B_{n-1}$ and $B_n$; the B site has neighbours $A_n$ and $A_{n+1}$. The stationary Schrödinger equation at energy $E$ is therefore

$$D A_n+t(B_{n-1}+B_n)=E A_n,\qquad -D B_n+t(A_n+A_{n+1})=E B_n .$$

`IsBulkState D t E A B` states both equations for every integer $n$. The amplitudes are real functions on the integers, and no normalisation is imposed.

```lean
/-- The bulk equations of the diatomic chain at energy `E`: A sites have energy `D`,
B sites have energy `-D`, and each site is coupled to its two neighbours by the hopping `t`. -/
def IsBulkState (D t E : ℝ) (A B : ℤ → ℝ) : Prop :=
  ∀ n : ℤ, D * A n + t * (B (n - 1) + B n) = E * A n ∧
    -D * B n + t * (A n + A (n + 1)) = E * B n
```

## One real factor per cell

A solution of complex-band type is multiplied by a fixed factor $\lambda$ from one cell to the next:

$$A_n=a\lambda^n,\qquad B_n=b\lambda^n .$$

In the code $\lambda$ is `lam`. In Bloch notation it is $e^{ikd}$, with $d$ the cell length and $k$ a complex wave number. Decay to the right means $|\lambda|<1$. Such a solution grows to the left, so only its part on a half chain can be normalised.

```lean
/-- The amplitude `a * lam ^ n` in cell `n`, for a nonzero real factor `lam` per cell. -/
def cellWave (a lam : ℝ) (n : ℤ) : ℝ := a * lam ^ n
```

Since $\lambda\neq0$, we have $\lambda^{n+1}=\lambda\,\lambda^n$ for negative $n$ as well.

```lean
/-- Going one cell to the right multiplies the amplitude by the nonzero factor `lam`. -/
theorem cellWave_succ {lam : ℝ} (hl : lam ≠ 0) (a : ℝ) (n : ℤ) :
    cellWave a lam (n + 1) = lam * cellWave a lam n := by
  unfold cellWave
  rw [zpow_add_one₀ hl]
  ring
```

## From infinitely many equations to two

Insert the exponential form, divide by $\lambda^n$, and multiply the A equation by $\lambda$ to remove $\lambda^{-1}$:

$$(E-D)\lambda a=t(1+\lambda)b,\qquad (E+D)b=t(1+\lambda)a .$$

The theorem `cell_equations` says that these two equations are equivalent to the whole infinite set. In one direction the proof evaluates the site equations at cell zero. In the other it multiplies the cell equations by $\lambda^n$ and cancels one factor $\lambda$. The auxiliary fact `pred` is $\lambda B_{n-1}=B_n$, and `linear_combination` checks the remaining algebra.

```lean
/-- For a nonzero factor `lam` per cell, the bulk equations on the whole chain are equivalent
to two equations for the amplitudes `a` and `b` of one cell. -/
theorem cell_equations {D t E a b lam : ℝ} (hl : lam ≠ 0) :
    IsBulkState D t E (cellWave a lam) (cellWave b lam) ↔
      (E - D) * lam * a = t * (1 + lam) * b ∧ (E + D) * b = t * (1 + lam) * a := by
  have pred : ∀ n : ℤ, lam * cellWave b lam (n - 1) = cellWave b lam n := by
    intro n
    rw [← cellWave_succ hl, sub_add_cancel]
  constructor
  · intro h
    -- the equations of cell zero suffice
    obtain ⟨h1, h2⟩ := h 0
    have p := pred 0
    have s := cellWave_succ hl a 0
    have za : cellWave a lam 0 = a := by simp [cellWave]
    have zb : cellWave b lam 0 = b := by simp [cellWave]
    rw [za, zb] at h1 h2
    rw [zb] at p
    rw [za] at s
    constructor
    · linear_combination -lam * h1 + t * p
    · linear_combination -h2 + t * s
  · rintro ⟨h1, h2⟩ n
    have p := pred n
    have s := cellWave_succ hl a n
    have ea : cellWave a lam n = a * lam ^ n := rfl
    have eb : cellWave b lam n = b * lam ^ n := rfl
    constructor
    · apply mul_left_cancel₀ hl
      linear_combination t * p - lam ^ n * h1 + lam * (D - E) * ea + t * (1 + lam) * eb
    · linear_combination t * s - lam ^ n * h2 + t * (1 + lam) * ea - (E + D) * eb
```

## Equal hopping terms fix the balance

Multiply the first cell equation by $a$ and the second by $b$. Both right-hand sides become $t(1+\lambda)ab$, hence

$$(E-D)\lambda a^2=(E+D)b^2 .$$

Now let $|E|<D$, so that $E+D>0$ and $E-D<0$. If $a=0$, the second cell equation gives $b=0$; if $b=0$, the first gives $a=0$. A nonzero state therefore lives on both sublattices. The right-hand side above is then positive, which forces $\lambda<0$: the amplitude changes sign from cell to cell. With $|\lambda|=-\lambda$,

$$(D-E)\,|\lambda|a^2=(D+E)\,b^2 .$$

The hypotheses of `weight_balance` are the gap condition `hE`, a nonzero factor `hl`, a nonzero state `h0` and the site equations `h`. Decay is not assumed, and $t\neq0$ follows, because at $t=0$ the cell equations would give $a=b=0$. The step called `key` is the equality of the two hopping terms.

```lean
/-- A nonzero state in the gap `|E| < D` with nonzero real factor `lam` per cell lives on both
sublattices, its amplitude alternates in sign from cell to cell, and its amplitudes satisfy
`(D - E) |lam| a² = (D + E) b²`. -/
theorem weight_balance {D t E a b lam : ℝ} (hE : |E| < D) (hl : lam ≠ 0)
    (h0 : a ≠ 0 ∨ b ≠ 0) (h : IsBulkState D t E (cellWave a lam) (cellWave b lam)) :
    a ≠ 0 ∧ b ≠ 0 ∧ lam < 0 ∧ (D - E) * (|lam| * a ^ 2) = (D + E) * b ^ 2 := by
  obtain ⟨h1, h2⟩ := (cell_equations hl).1 h
  obtain ⟨hE1, hE2⟩ := abs_lt.1 hE
  have hplus : 0 < E + D := by linarith
  have hminus : E - D ≠ 0 := by linarith
  have ha : a ≠ 0 := by
    intro ha
    rw [ha, mul_zero] at h2
    have hb := (mul_eq_zero.1 h2).resolve_left hplus.ne'
    exact h0.elim (fun k => k ha) (fun k => k hb)
  have hb : b ≠ 0 := by
    intro hb
    rw [hb, mul_zero] at h1
    exact ha ((mul_eq_zero.1 h1).resolve_left (mul_ne_zero hminus hl))
  -- both sides equal the hopping term t (1 + lam) a b
  have key : (E - D) * lam * a ^ 2 = (E + D) * b ^ 2 := by
    linear_combination a * h1 - b * h2
  have ha2 : 0 < a ^ 2 := by positivity
  have hb2 : 0 < b ^ 2 := by positivity
  have hneg : lam < 0 := by
    by_contra hc
    have hc' : 0 ≤ lam := not_lt.1 hc
    have q1 : 0 ≤ (D - E) * (lam * a ^ 2) :=
      mul_nonneg (by linarith) (mul_nonneg hc' ha2.le)
    have q2 : 0 < (E + D) * b ^ 2 := mul_pos hplus hb2
    linarith
  refine ⟨ha, hb, hneg, ?_⟩
  rw [abs_of_neg hneg]
  linear_combination key
```

Dividing by $b^2$ and by $D-E$, both nonzero, gives

$$\frac{|\lambda|a^2}{b^2}=\frac{D+E}{D-E}.$$

```lean
/-- For a nonzero state in the gap `|E| < D` with nonzero real factor `lam` per cell, the B
amplitude is nonzero and `|lam| a² / b² = (D + E) / (D - E)`. -/
theorem sublattice_ratio {D t E a b lam : ℝ} (hE : |E| < D) (hl : lam ≠ 0)
    (h0 : a ≠ 0 ∨ b ≠ 0) (h : IsBulkState D t E (cellWave a lam) (cellWave b lam)) :
    b ≠ 0 ∧ |lam| * a ^ 2 / b ^ 2 = (D + E) / (D - E) := by
  obtain ⟨-, hb, -, key⟩ := weight_balance hE hl h0 h
  have hD : D - E ≠ 0 := by linarith [(abs_lt.1 hE).2]
  refine ⟨hb, ?_⟩
  rw [div_eq_div_iff (pow_ne_zero 2 hb) hD]
  linear_combination key
```

The upper bound $E<D$ matters here. Take $D=3$, $t=2$, $E=5$, $\lambda=1$, $a=2$, $b=1$. The cell equations read $4=4$ and $8=8$, and $-D<E$ holds, but the left side of the ratio formula is $4$ and the right side is $-4$. This is an extended Bloch state at the top of the upper band, outside the gap.

## The quantity that changes over at midgap

The factor $|\lambda|$ has a direct meaning. The B site of cell $n$ sits between $A_n$ and $A_{n+1}$, and

$$|A_nA_{n+1}|=|\lambda|a^2\lambda^{2n},\qquad B_n^2=b^2\lambda^{2n}.$$

So the ratio compares the product of the two A amplitudes around a B site with the weight on that site. Write $X=|\lambda|a^2$ and $Y=b^2$. The balance $(D-E)X=(D+E)Y$ rearranges to

$$(D-E)(X-Y)=2E\,Y .$$

Because $D-E$ and $Y$ are positive, $X>Y$ exactly when $E>0$. This is the sense in which the sublattice character changes at $E=0$.

In `bond_character` the equations `eA` and `eB` extract the common factor $\lambda^{2n}$, which is then cancelled. The two uses of `nlinarith` settle the signs, one for each direction of the equivalence.

```lean
/-- For a nonzero state in the gap `|E| < D` with nonzero real factor `lam` per cell, the
product of the two A amplitudes around a B site exceeds in magnitude the squared amplitude
on that B site exactly when `E > 0`. -/
theorem bond_character {D t E a b lam : ℝ} (hE : |E| < D) (hl : lam ≠ 0)
    (h0 : a ≠ 0 ∨ b ≠ 0) (h : IsBulkState D t E (cellWave a lam) (cellWave b lam)) (n : ℤ) :
    cellWave b lam n ^ 2 < |cellWave a lam n * cellWave a lam (n + 1)| ↔ 0 < E := by
  obtain ⟨-, hb, -, key⟩ := weight_balance hE hl h0 h
  have hD : 0 < D - E := by linarith [(abs_lt.1 hE).2]
  have hb2 : 0 < b ^ 2 := by positivity
  have hx : 0 < (lam ^ n) ^ 2 := pow_pos_of_ne hl n
  have eA : |cellWave a lam n * cellWave a lam (n + 1)|
      = |lam| * a ^ 2 * (lam ^ n) ^ 2 := by
    have e : cellWave a lam n * cellWave a lam (n + 1) = lam * (a * lam ^ n) ^ 2 := by
      rw [cellWave_succ hl]
      unfold cellWave
      ring
    rw [e, abs_mul, abs_of_nonneg (sq_nonneg (a * lam ^ n))]
    ring
  have eB : cellWave b lam n ^ 2 = b ^ 2 * (lam ^ n) ^ 2 := by
    unfold cellWave
    ring
  rw [eA, eB, mul_lt_mul_iff_left₀ hx]
  constructor
  · intro hlt
    have := mul_pos hD (sub_pos.2 hlt)
    by_contra hc
    nlinarith [mul_nonneg (neg_nonneg.2 (not_lt.1 hc)) hb2.le]
  · intro hpos
    by_contra hc
    nlinarith [mul_pos hpos hb2, mul_nonneg hD.le (sub_nonneg.2 (not_lt.1 hc))]
where
  pow_pos_of_ne {x : ℝ} (hx : x ≠ 0) (n : ℤ) : 0 < (x ^ n) ^ 2 :=
    pow_pos_iff_aux (zpow_ne_zero n hx)
  pow_pos_iff_aux {y : ℝ} (hy : y ≠ 0) : 0 < y ^ 2 := by positivity
```

## Where the weights within a cell cross

The plain comparison of $a^2$ with $b^2$ in one cell has a different crossover. Let $-1<\lambda<0$ and write $\alpha=|a|$, $\beta=|b|$, $\tau=|t|$. Absolute values of the cell equations give

$$(D-E)|\lambda|\alpha=\tau(1+\lambda)\beta,\qquad (D+E)\beta=\tau(1+\lambda)\alpha .$$

Solve these for $D-E$ and $D+E$. Their product and their difference are

$$D^2-E^2=\frac{\tau^2(1+\lambda)^2}{|\lambda|},\qquad 2E=\tau(1+\lambda)\left(\frac{\alpha}{\beta}-\frac{\beta}{|\lambda|\alpha}\right).$$

Add $2\tau E$ to the first, multiply by $|\lambda|\alpha\beta$, and use $1+\lambda=1-|\lambda|$:

$$(D^2-E^2+2\tau E)\,|\lambda|\alpha\beta=\tau^2(1+\lambda)\,(\alpha-\beta)(\beta+|\lambda|\alpha).$$

All factors other than $D^2-E^2+2\tau E$ and $\alpha-\beta$ are positive, so these two have the same sign. The quadratic is positive exactly when $(E-\tau)^2<t^2+D^2$, that is, when

$$\tau-\sqrt{t^2+D^2}<E<\tau+\sqrt{t^2+D^2}.$$

The upper bound holds throughout the gap, since $E<D\le\sqrt{t^2+D^2}$. Hence $a^2>b^2$ exactly when $E>|t|-\sqrt{t^2+D^2}$, a threshold below midgap.

In `cell_character`, `k1` and `k2` are the equations for the magnitudes, `key` is the factorisation, and `e1` is the sign comparison. The last block solves the quadratic inequality.

```lean
/-- For a nonzero gap state, `|E| < D`, that decays to the right with `-1 < lam < 0`, the A site
of each cell carries more weight than the B site exactly when `E > |t| - √(t² + D²)`. -/
theorem cell_character {D t E a b lam : ℝ} (hE : |E| < D) (hl1 : -1 < lam) (hl0 : lam < 0)
    (h0 : a ≠ 0 ∨ b ≠ 0) (h : IsBulkState D t E (cellWave a lam) (cellWave b lam)) :
    b ^ 2 < a ^ 2 ↔ |t| - √(t ^ 2 + D ^ 2) < E := by
  obtain ⟨ha, hb, -, -⟩ := weight_balance hE hl0.ne h0 h
  obtain ⟨h1, h2⟩ := (cell_equations hl0.ne).1 h
  obtain ⟨hE1, hE2⟩ := abs_lt.1 hE
  have hA : 0 < |a| := abs_pos.2 ha
  have hB : 0 < |b| := abs_pos.2 hb
  have hq : 0 < 1 + lam := by linarith
  have hp : 0 < (E - D) * lam := mul_pos_of_neg_of_neg (by linarith) hl0
  have hr : 0 < E + D := by linarith
  -- the cell equations for the magnitudes
  have k1 : (E - D) * lam * |a| = |t| * (1 + lam) * |b| := by
    have := congrArg abs h1
    rwa [abs_mul ((E - D) * lam) a, abs_mul (t * (1 + lam)) b, abs_mul t (1 + lam),
      abs_of_pos hp, abs_of_pos hq] at this
  have k2 : (E + D) * |b| = |t| * (1 + lam) * |a| := by
    have := congrArg abs h2
    rwa [abs_mul (E + D) b, abs_mul (t * (1 + lam)) a, abs_mul t (1 + lam),
      abs_of_pos hr, abs_of_pos hq] at this
  have ht : 0 < |t| := by
    apply abs_pos.2
    intro ht
    rw [ht, abs_zero, zero_mul, zero_mul] at k2
    exact (mul_pos hr hB).ne' k2
  -- the factor |a| - |b| decides the sign of a quadratic in E
  have key : (D ^ 2 - E ^ 2 + 2 * |t| * E) * (-lam * |a| * |b|)
      = |t| ^ 2 * (1 + lam) * ((|a| - |b|) * (|b| - lam * |a|)) := by
    linear_combination ((E + D) * |b| - |t| * |b|) * k1
      + (|t| * (1 + lam) * |b| - |t| * lam * |a|) * k2
  have hm : 0 < -lam * |a| * |b| := mul_pos (mul_pos (by linarith) hA) hB
  have hc : 0 < |t| ^ 2 * (1 + lam) := by positivity
  have hd : 0 < |b| - lam * |a| := by nlinarith [mul_pos (neg_pos.2 hl0) hA]
  have e1 : 0 < D ^ 2 - E ^ 2 + 2 * |t| * E ↔ 0 < |a| - |b| := by
    rw [← mul_pos_iff_of_pos_right hm, key, mul_pos_iff_of_pos_left hc,
      mul_pos_iff_of_pos_right hd]
  rw [sq_lt_sq, ← sub_pos, ← e1]
  -- solve the quadratic inequality inside the gap
  have hR0 : 0 ≤ √(t ^ 2 + D ^ 2) := Real.sqrt_nonneg _
  have hR : √(t ^ 2 + D ^ 2) ^ 2 = t ^ 2 + D ^ 2 := Real.sq_sqrt (by positivity)
  have hs : |t| ^ 2 = t ^ 2 := sq_abs t
  have hDR : D ≤ √(t ^ 2 + D ^ 2) := Real.le_sqrt_of_sq_le (by nlinarith [sq_nonneg t])
  constructor
  · intro hpos
    have hlt : (|t| - E) ^ 2 < √(t ^ 2 + D ^ 2) ^ 2 := by nlinarith
    have := abs_lt_of_sq_lt_sq hlt hR0
    linarith [le_abs_self (|t| - E)]
  · intro hlt
    have u : 0 < √(t ^ 2 + D ^ 2) - (|t| - E) := by linarith
    have v : 0 < √(t ^ 2 + D ^ 2) + (|t| - E) := by linarith
    nlinarith [mul_pos u v]
```

At $E=0$ the balance reduces to $b^2=|\lambda|a^2$. For a state decaying to the right this is smaller than $a^2$, so the A site still carries more weight than the B site of the same cell.

```lean
/-- At `E = 0` with `D > 0`, a nonzero state decaying to the right with `-1 < lam < 0` has
`b² = |lam| a²`, so the A site of each cell carries more weight than the B site. -/
theorem midgap_weights {D t a b lam : ℝ} (hD : 0 < D) (hl1 : -1 < lam) (hl0 : lam < 0)
    (h0 : a ≠ 0 ∨ b ≠ 0) (h : IsBulkState D t 0 (cellWave a lam) (cellWave b lam)) :
    b ^ 2 = |lam| * a ^ 2 ∧ b ^ 2 < a ^ 2 := by
  obtain ⟨ha, -, -, key⟩ := weight_balance (by rwa [abs_zero]) hl0.ne h0 h
  have e : b ^ 2 = |lam| * a ^ 2 := by
    apply mul_left_cancel₀ hD.ne'
    linear_combination -key
  have ha2 : 0 < a ^ 2 := by positivity
  refine ⟨e, ?_⟩
  rw [e, abs_of_neg hl0]
  nlinarith [mul_pos (show 0 < 1 + lam by linarith) ha2]
```

## A state with numbers

For $D=5$, $t=2$, $E=4$, $\lambda=-1/4$, $a=6$, $b=1$, the cell equations read $3/2=3/2$ and $9=9$. The ratio is $\tfrac14\cdot36=9=(5+4)/(5-4)$. The amplitudes $(6,1)$ are unnormalised; normalised over the cells $n\ge0$, they become about $0.955$ and $0.159$ in cell zero. `gap_state_witness` obtains the full set of site equations from the two cell equations.

```lean
/-- The chain with `D = 5` and `t = 2` has a bulk solution at `E = 4` with cell amplitudes
`(6, 1)` and factor `-1/4` per cell. -/
theorem gap_state_witness :
    IsBulkState 5 2 4 (cellWave 6 (-1 / 4)) (cellWave 1 (-1 / 4)) :=
  (cell_equations (by norm_num)).2 (by norm_num)

end

end DiatomicChainGapStates
```

```lean
#print axioms DiatomicChainGapStates.weight_balance
-- 'DiatomicChainGapStates.weight_balance' depends on axioms: [propext, Classical.choice, Quot.sound]
#print axioms DiatomicChainGapStates.sublattice_ratio
-- 'DiatomicChainGapStates.sublattice_ratio' depends on axioms: [propext, Classical.choice, Quot.sound]
#print axioms DiatomicChainGapStates.cell_character
-- 'DiatomicChainGapStates.cell_character' depends on axioms: [propext, Classical.choice, Quot.sound]
#print axioms DiatomicChainGapStates.midgap_weights
-- 'DiatomicChainGapStates.midgap_weights' depends on axioms: [propext, Classical.choice, Quot.sound]
```

## From the bulk solution to a surface state

The theorems describe solutions of the bulk equations; the step to a real surface is the boundary condition, which selects the energies that occur. If the chain is simply cut to the left of $A_0$, the end equation requires $B_{-1}=0$, which contradicts $b\neq0$. A gap state at that end therefore needs a changed surface, for instance a shifted energy on the first site. In the numerical example a shift of $-4/3$ satisfies the end equation.

In electronic-structure work, evanescent solutions of this kind are matched at surfaces and interfaces. For non-interacting electrons on a chain with orthonormal site orbitals, alternating site energies $\pm D$ and uniform nearest-neighbour hopping, the balance above gives the ratio $a^2/b^2$ within a cell once $D$, $E$ and $\lambda$ are known.
